# Coherent vectors of spin n/2: overlaps, and a basis from any n+1 distinct complex labels

A code that rebuilds a spin state from its complex overlaps with coherent vectors solves a linear system with one row per coherent vector. For spin \(n/2\) there are \(n+1\) unknown components. The system has a unique solution for any \(n+1\) distinct complex labels, with no further condition on where the labels lie.

## The overlap formula and the count of zeros

Let \(n\ge 0\) be an integer. Write \(a_k=\sqrt{\binom nk}\) for \(k=0,\dots,n\), and let \(C(z)\) be the unnormalised coherent vector with components \(C(z)_k=a_kz^k\), where \(z\in\mathbb C\) and \(z^0=1\). With the product \(\langle u,v\rangle=\sum_k\overline{u_k}\,v_k\),

\[
\langle C(z),C(w)\rangle=(1+\bar z w)^n .
\]

Setting \(w=z\) gives the squared norm \((1+|z|^2)^n\), so the overlap of the normalised vectors is

\[
\frac{(1+\bar z w)^n}{(1+|z|^2)^{n/2}(1+|w|^2)^{n/2}} .
\]

The vectors at any \(n+1\) distinct labels form a basis, and the overlaps with them determine a state vector completely. A nonzero vector is therefore orthogonal to \(C(z)\) for at most \(n\) values of \(z\). Every set of at most \(n\) complex numbers occurs as the exact set of such values for some nonzero vector.

## Reconstruction and overlap matrices in a spin code

Suppose that the data are \(b_i=\langle v,C(z_i)\rangle\) for \(i=0,\dots,n\). The code solves \(\sum_k z_i^k y_k=b_i\) and sets \(v_k=\overline{y_k}/a_k\). If it stores \(\langle C(z_i),v\rangle\) instead, the data must be conjugated first.

The same result applies when a single spin of fixed length is expanded in coherent vectors as a non-orthogonal basis: the overlap matrix with entries \((1+\bar z_i z_j)^n\) is invertible for \(n+1\) distinct labels, and its entries need no sum over components.

## From the binomial theorem to the Vandermonde matrix

**Overlap.** The weights are real and \(a_k^2=\binom nk\), so

\[
\langle C(z),C(w)\rangle=\sum_{k=0}^n a_k^2\,\bar z^k w^k=\sum_{k=0}^n\binom nk(\bar z w)^k=(1+\bar z w)^n .
\]

For \(n\ge1\) this vanishes exactly when \(\bar z w=-1\).

**Basis.** Let \(z_0,\dots,z_n\) be distinct and suppose that \(\sum_i g_iC(z_i)=0\). Component \(k\) of this relation is

\[
a_k\sum_{i=0}^n g_i z_i^k=0 .
\]

Since \(a_k\neq0\), the row vector \(g\) satisfies \(gV=0\), where \(V_{ik}=z_i^k\) is the Vandermonde matrix. Its determinant \(\prod_{i<j}(z_j-z_i)\) is nonzero, so \(g=0\). The \(n+1\) vectors are independent in a space of dimension \(n+1\), and hence they span it.

**Determination by overlaps.** If \(\langle u,C(z_i)\rangle=\langle v,C(z_i)\rangle\) for all \(i\), subtraction gives

\[
\sum_{k=0}^n(\overline{u_k}-\overline{v_k})\,a_k\,z_i^k=0 .
\]

The column with entries \((\overline{u_k}-\overline{v_k})a_k\) is thus annihilated by \(V\) and must vanish. Dividing by \(a_k\) and conjugating gives \(u=v\).

**At most \(n\) zeros.** If \(v\) were orthogonal to \(C(z)\) at \(n+1\) distinct labels, it would have the same overlaps there as the zero vector. Then \(v=0\).

**Prescribed zeros.** Let \(S\) be a set of at most \(n\) complex numbers, and expand

\[
p(z)=\prod_{a\in S}(z-a)=\sum_{k=0}^n p_kz^k .
\]

Put \(v_k=\overline{p_k/a_k}\). Then \(\langle v,C(z)\rangle=\sum_k(p_k/a_k)\,a_kz^k=p(z)\), which vanishes exactly on \(S\). At any \(z\notin S\) the overlap is nonzero, so \(v\neq0\). For empty \(S\) the polynomial is 1 and \(v=(1,0,\dots,0)\).

## The Lean file

```lean
import Mathlib

open Matrix ComplexConjugate

namespace SpinCoherentOverlap

noncomputable section

/-- The binomial weight `√(n choose k)` of a spin coherent vector, as a complex number. -/
def amp (n k : ℕ) : ℂ := ((Real.sqrt (n.choose k : ℝ) : ℝ) : ℂ)

/-- The unnormalised coherent vector of spin `n/2` at the complex number `z`, with components
`√(n choose k) z^k` for `k = 0, …, n`. -/
def coherent (n : ℕ) (z : ℂ) : Fin (n + 1) → ℂ := fun k => amp n k * z ^ (k : ℕ)

/-- The square of the binomial weight is the binomial coefficient. -/
theorem amp_mul_self (n k : ℕ) : amp n k * amp n k = (n.choose k : ℂ) := by
  unfold amp
  rw [← Complex.ofReal_mul, Real.mul_self_sqrt (Nat.cast_nonneg _), Complex.ofReal_natCast]

/-- None of the weights with `k = 0, …, n` vanishes. -/
theorem amp_ne_zero (n : ℕ) (k : Fin (n + 1)) : amp n k ≠ 0 := by
  intro h
  have h2 := amp_mul_self n k
  rw [h, zero_mul] at h2
  have h3 : n.choose (k : ℕ) = 0 := by exact_mod_cast h2.symm
  have h4 := Nat.choose_pos (Nat.lt_succ_iff.1 k.isLt)
  omega

/-- The overlap of the coherent vectors at `z` and `w` is `(1 + conj z * w)^n`. -/
theorem coherent_overlap (n : ℕ) (z w : ℂ) :
    star (coherent n z) ⬝ᵥ coherent n w = (1 + conj z * w) ^ n := by
  -- the binomial theorem, compared term by term
  rw [add_comm (1 : ℂ), add_pow, Finset.sum_range]
  refine Finset.sum_congr rfl fun k _ => ?_
  have hz : star (amp n k * z ^ (k : ℕ)) = amp n k * conj z ^ (k : ℕ) := by
    simp [amp]
  change star (amp n k * z ^ (k : ℕ)) * (amp n k * w ^ (k : ℕ)) = _
  rw [hz, one_pow, mul_pow]
  linear_combination (conj z ^ (k : ℕ) * w ^ (k : ℕ)) * amp_mul_self n k

/-- For nonzero spin, the coherent vectors at `z` and `w` are orthogonal exactly when
`conj z * w = -1`. -/
theorem coherent_orthogonal_iff {n : ℕ} (hn : n ≠ 0) (z w : ℂ) :
    star (coherent n z) ⬝ᵥ coherent n w = 0 ↔ conj z * w = -1 := by
  rw [coherent_overlap, pow_eq_zero_iff hn]
  constructor
  · intro h
    linear_combination h
  · intro h
    linear_combination h

/-- The coherent vectors of spin `n/2` at any `n + 1` distinct complex numbers form a basis:
they are linearly independent and span the whole space. -/
theorem coherent_basis {n : ℕ} (z : Fin (n + 1) → ℂ) (hz : Function.Injective z) :
    LinearIndependent ℂ (fun i => coherent n (z i)) ∧
      Submodule.span ℂ (Set.range fun i => coherent n (z i)) = ⊤ := by
  have hli : LinearIndependent ℂ (fun i => coherent n (z i)) := by
    rw [Fintype.linearIndependent_iff]
    intro g hg
    -- without the weights, a linear relation is a relation between Vandermonde rows
    have key : g = 0 := by
      apply Matrix.eq_zero_of_vecMul_eq_zero (Matrix.det_vandermonde_ne_zero_iff.2 hz)
      funext k
      have hk := congrFun hg k
      simp only [Finset.sum_apply, Pi.smul_apply, smul_eq_mul, coherent, Pi.zero_apply] at hk
      simp only [Matrix.vecMul, dotProduct, Matrix.vandermonde_apply, Pi.zero_apply]
      apply (mul_eq_zero.1 _).resolve_left (amp_ne_zero n k)
      rw [Finset.mul_sum]
      refine Eq.trans (Finset.sum_congr rfl fun i _ => ?_) hk
      ring
    intro i
    exact congrFun key i
  exact ⟨hli, hli.span_eq_top_of_card_eq_finrank' (by simp)⟩

/-- Two vectors of spin `n/2` that have the same overlaps with the coherent vectors at `n + 1`
distinct complex numbers are equal. -/
theorem eq_of_overlaps {n : ℕ} (z : Fin (n + 1) → ℂ) (hz : Function.Injective z)
    (u v : Fin (n + 1) → ℂ)
    (h : ∀ i, star u ⬝ᵥ coherent n (z i) = star v ⬝ᵥ coherent n (z i)) : u = v := by
  -- the weighted difference of the conjugated components is in the kernel of a Vandermonde matrix
  have key : (fun k : Fin (n + 1) => (star (u k) - star (v k)) * amp n k) = 0 := by
    apply Matrix.eq_zero_of_mulVec_eq_zero (Matrix.det_vandermonde_ne_zero_iff.2 hz)
    funext i
    have hi := h i
    simp only [dotProduct, Pi.star_apply, coherent] at hi
    rw [← sub_eq_zero, ← Finset.sum_sub_distrib] at hi
    simp only [Matrix.mulVec, dotProduct, Matrix.vandermonde_apply, Pi.zero_apply]
    refine Eq.trans (Finset.sum_congr rfl fun k _ => ?_) hi
    ring
  funext k
  have hk := congrFun key k
  simp only [Pi.zero_apply] at hk
  exact star_injective (sub_eq_zero.1 ((mul_eq_zero.1 hk).resolve_right (amp_ne_zero n k)))

/-- A nonzero vector of spin `n/2` is orthogonal to the coherent vectors at no more than `n`
complex numbers. -/
theorem card_orthogonal_le {n : ℕ} (v : Fin (n + 1) → ℂ) (hv : v ≠ 0) (s : Finset ℂ)
    (hs : ∀ z ∈ s, star v ⬝ᵥ coherent n z = 0) : s.card ≤ n := by
  by_contra hcard
  -- choose n + 1 of the points; there v has the same overlaps as the zero vector
  obtain ⟨t, hts, ht⟩ := Finset.exists_subset_card_eq (show n + 1 ≤ s.card by omega)
  let e := t.equivFinOfCardEq ht
  apply hv
  apply eq_of_overlaps (fun i => ((e.symm i : t) : ℂ))
    (Subtype.val_injective.comp e.symm.injective)
  intro i
  rw [hs _ (hts (e.symm i).2), star_zero, zero_dotProduct]

/-- For any set of at most `n` complex numbers there is a nonzero vector of spin `n/2` that is
orthogonal to the coherent vector at a complex number `z` exactly when `z` is in the set. -/
theorem exists_orthogonal_exactly {n : ℕ} (s : Finset ℂ) (hs : s.card ≤ n) :
    ∃ v : Fin (n + 1) → ℂ, v ≠ 0 ∧ ∀ z, star v ⬝ᵥ coherent n z = 0 ↔ z ∈ s := by
  -- the polynomial with simple roots at the given points
  let p : Polynomial ℂ := ∏ a ∈ s, (Polynomial.X - Polynomial.C a)
  have hdeg : p.natDegree < n + 1 := by
    have h : p.natDegree = ∑ a ∈ s, (Polynomial.X - Polynomial.C a).natDegree :=
      Polynomial.natDegree_prod_of_monic _ _ fun a _ => Polynomial.monic_X_sub_C a
    simp only [Polynomial.natDegree_X_sub_C, Finset.sum_const, smul_eq_mul, mul_one] at h
    omega
  let v : Fin (n + 1) → ℂ := fun k => star (p.coeff k / amp n k)
  -- its value at z is the overlap of v with the coherent vector at z
  have hval : ∀ z, star v ⬝ᵥ coherent n z = p.eval z := by
    intro z
    rw [Polynomial.eval_eq_sum_range' hdeg, Finset.sum_range]
    refine Finset.sum_congr rfl fun k _ => ?_
    change star (star (p.coeff k / amp n k)) * (amp n k * z ^ (k : ℕ)) = _
    rw [star_star, ← mul_assoc, div_mul_cancel₀ _ (amp_ne_zero n k)]
  have hzero : ∀ z, star v ⬝ᵥ coherent n z = 0 ↔ z ∈ s := by
    intro z
    rw [hval]
    simp [p, Polynomial.eval_prod, Finset.prod_eq_zero_iff, sub_eq_zero]
  refine ⟨v, ?_, hzero⟩
  intro hv
  obtain ⟨z, hz⟩ := Infinite.exists_notMem_finset s
  apply hz
  rw [← hzero z, hv, star_zero, zero_dotProduct]

end

end SpinCoherentOverlap
```

```lean
#print axioms SpinCoherentOverlap.coherent_orthogonal_iff
#print axioms SpinCoherentOverlap.coherent_basis
#print axioms SpinCoherentOverlap.card_orthogonal_le
#print axioms SpinCoherentOverlap.exists_orthogonal_exactly
```

```
'SpinCoherentOverlap.coherent_orthogonal_iff' depends on axioms: [propext, Classical.choice, Quot.sound]
'SpinCoherentOverlap.coherent_basis' depends on axioms: [propext, Classical.choice, Quot.sound]
'SpinCoherentOverlap.card_orthogonal_le' depends on axioms: [propext, Classical.choice, Quot.sound]
'SpinCoherentOverlap.exists_orthogonal_exactly' depends on axioms: [propext, Classical.choice, Quot.sound]
```

## Reading the definitions and theorems

A vector is a function `Fin (n + 1) → ℂ`, that is, a list of components numbered from 0 to \(n\), with no normalisation imposed. The expression `star u ⬝ᵥ v` is the product \(\langle u,v\rangle\), conjugate-linear in the first argument. `amp n k` is \(a_k\), and `coherent n z` is \(C(z)\).

The file defines the components directly and contains no angular momentum operators. With \(\hbar=1\) and \(k\) counting lowering steps from the state \(m=n/2\), they are the components of \(e^{zJ_-}\) applied to that state.

- `coherent_overlap` is the overlap formula, and `coherent_orthogonal_iff` is the orthogonality condition for `n ≠ 0`.
- `coherent_basis` takes a list `z` of \(n+1\) labels. The hypothesis `Function.Injective z` says that they are distinct, and the conclusion is independence together with a span equal to the whole space.
- `eq_of_overlaps` says that equal overlaps at such labels force `u = v`.
- `card_orthogonal_le` bounds the size of any finite set `s` of labels at which a nonzero `v` has zero overlap. This bounds the full set of zeros too, since a larger one would contain \(n+1\) of them.
- `exists_orthogonal_exactly` supplies the vector with prescribed zeros. Its equivalence runs over all complex `z`, so there are no additional zeros in the plane.

## Lean steps behind the derivation

`amp_mul_self` gives \(a_k^2=\binom nk\), and `amp_ne_zero` deduces \(a_k\neq0\) from the positivity of the binomial coefficient. In `coherent_overlap`, `add_pow` expands the right-hand side and `Finset.sum_congr` compares the two sums term by term. The final `linear_combination` inserts the squared weight.

In `coherent_basis`, `key` is the statement \(g=0\). It comes from `Matrix.eq_zero_of_vecMul_eq_zero` and the nonzero Vandermonde determinant, after `amp_ne_zero` has removed the weight from each component. The dimension count then gives the span. `eq_of_overlaps` uses the same determinant with the matrix acting on a column, through `Matrix.eq_zero_of_mulVec_eq_zero`.

`card_orthogonal_le` argues by contradiction: it selects a subset `t` of exactly \(n+1\) labels, numbers its elements with `e`, and applies `eq_of_overlaps` to `v` and the zero vector. In `exists_orthogonal_exactly`, `hdeg` shows that the polynomial fits into \(n+1\) coefficients, `hval` identifies its value with the overlap, and `hzero` reads off the roots. A label outside `s` then shows that `v` is nonzero.

## Repeated labels, spin zero and numerical stability

Distinctness matters already for \(n=1\). If both labels are 0, both coherent vectors equal \((1,0)\) and span only a line. The nonzero vector \((0,1)\) has zero overlap with each, so the data do not distinguish it from the zero vector.

The orthogonality condition needs \(n\neq0\). For \(n=0\), the labels \(z=1\) and \(w=-1\) satisfy \(\bar z w=-1\), yet the overlap is 1. The other theorems include spin zero: one label gives a basis, and a nonzero vector is orthogonal to no coherent vector.

All labels are finite complex numbers. For \(n\ge1\) the state \((0,\dots,0,1)\), which is the coherent state at \(z=\infty\), has no label here. A vector built from fewer than \(n\) prescribed zeros is orthogonal to that state as well, because its last component vanishes.

The theorems assume exact complex overlaps, including their phases; measured probabilities, which for a unit vector \(v\) are \(|\langle v,C(z_i)\rangle|^2/(1+|z_i|^2)^n\), are different data. They also give no bound on a condition number. Coherent vectors at distinct labels that nearly coincide still form a basis, but the linear solve can amplify rounding and noise strongly, so a code should check the conditioning of its chosen labels separately.
